# In closed-shell MP2 with nonnegative Coulomb integrals, exchange cancels at most half of the direct energy

Let $S$ be a finite set of double excitations, $s$ the map that swaps the two virtual orbitals of an excitation, with $s(x)\in S$ for every $x\in S$, $v(x)\ge 0$ the Coulomb integral of excitation $x$ and $D(x)>0$ its energy gap, with $D(s(x))=D(x)$. The full closed-shell MP2 energy is $E=-\sum_{x\in S} v(x)\,(2v(x)-v(s(x)))/D(x)$, its direct part is $E_{\rm dir}=-2\sum_{x\in S} v(x)^2/D(x)$, and the file below proves $E_{\rm dir}\le E\le E_{\rm dir}/2$.

```lean
import Mathlib

open Finset

namespace ElectronGasMP2

noncomputable section

variable {α : Type*}

/-- The map `s` is an exchange on the finite set `S` of double excitations: it maps `S` to
itself, is its own inverse there, and leaves the excitation gaps `D` unchanged. -/
structure IsExchange (S : Finset α) (s : α → α) (D : α → ℝ) : Prop where
  maps : ∀ x ∈ S, s x ∈ S
  invol : ∀ x ∈ S, s (s x) = x
  gap_eq : ∀ x ∈ S, D (s x) = D x

/-- The full closed-shell MP2 energy, with direct and exchange terms, for gaps `D` that are
nonzero on `S`. -/
def fullMP2 (S : Finset α) (s : α → α) (v D : α → ℝ) : ℝ :=
  -∑ x ∈ S, v x * (2 * v x - v (s x)) / D x

/-- The direct part of the MP2 energy, for gaps `D` that are nonzero on `S`. -/
def directMP2 (S : Finset α) (v D : α → ℝ) : ℝ :=
  -2 * ∑ x ∈ S, v x ^ 2 / D x

/-- The full MP2 energy is the direct energy plus the exchange sum. -/
theorem full_eq_direct_add_exchange (S : Finset α) (s : α → α) (v D : α → ℝ) :
    fullMP2 S s v D = directMP2 S v D + ∑ x ∈ S, v x * v (s x) / D x := by
  unfold fullMP2 directMP2
  rw [Finset.mul_sum, ← Finset.sum_neg_distrib, ← Finset.sum_add_distrib]
  refine Finset.sum_congr rfl fun x _ => ?_
  ring

/-- For an exchange that preserves the gaps, the full MP2 energy is half the direct energy minus
half the sum of squared differences of direct and exchange integrals, each divided by its gap. -/
theorem full_eq_half_direct_sub_sq {S : Finset α} {s : α → α} {D : α → ℝ}
    (h : IsExchange S s D) (v : α → ℝ) :
    fullMP2 S s v D =
      directMP2 S v D / 2 - (∑ x ∈ S, (v x - v (s x)) ^ 2 / D x) / 2 := by
  -- relabel the excitations by their exchange partners
  have hre : ∑ x ∈ S, v (s x) ^ 2 / D x = ∑ x ∈ S, v x ^ 2 / D x :=
    Finset.sum_nbij' s s h.maps h.maps h.invol h.invol
      (fun x hx => by rw [h.gap_eq x hx])
  -- expand the square
  have hsq : ∑ x ∈ S, (v x - v (s x)) ^ 2 / D x =
      ∑ x ∈ S, v x ^ 2 / D x - 2 * ∑ x ∈ S, v x * v (s x) / D x
        + ∑ x ∈ S, v (s x) ^ 2 / D x := by
    rw [Finset.mul_sum, ← Finset.sum_sub_distrib, ← Finset.sum_add_distrib]
    refine Finset.sum_congr rfl fun x _ => ?_
    ring
  rw [full_eq_direct_add_exchange, hsq, hre]
  unfold directMP2
  ring

/-- For positive gaps, nonnegative Coulomb integrals and a gap-preserving exchange, the full MP2
energy lies between the direct energy and half of it. It equals half exactly when each integral
equals its exchange partner. -/
theorem full_between_direct_and_half {S : Finset α} {s : α → α} {v D : α → ℝ}
    (h : IsExchange S s D) (hD : ∀ x ∈ S, 0 < D x) (hv : ∀ x ∈ S, 0 ≤ v x) :
    directMP2 S v D ≤ fullMP2 S s v D ∧ fullMP2 S s v D ≤ directMP2 S v D / 2 ∧
      (fullMP2 S s v D = directMP2 S v D / 2 ↔ ∀ x ∈ S, v (s x) = v x) := by
  have hx : 0 ≤ ∑ x ∈ S, v x * v (s x) / D x := Finset.sum_nonneg fun x hx =>
    div_nonneg (mul_nonneg (hv x hx) (hv _ (h.maps x hx))) (hD x hx).le
  have hn : ∀ x ∈ S, 0 ≤ (v x - v (s x)) ^ 2 / D x := fun x hx =>
    div_nonneg (sq_nonneg _) (hD x hx).le
  have hq := Finset.sum_nonneg hn
  have e1 := full_eq_direct_add_exchange S s v D
  have e2 := full_eq_half_direct_sub_sq h v
  refine ⟨by linarith, by linarith, fun he x hxS => ?_, fun he => ?_⟩
  · -- a vanishing sum of nonnegative terms vanishes term by term
    have h0 := (Finset.sum_eq_zero_iff_of_nonneg hn).mp (by linarith) x hxS
    have h1 := (div_eq_zero_iff.mp h0).resolve_right (hD x hxS).ne'
    have h2 := pow_eq_zero_iff (two_ne_zero) |>.mp h1
    linarith
  · have h0 : ∑ x ∈ S, (v x - v (s x)) ^ 2 / D x = 0 :=
      Finset.sum_eq_zero fun x hxS => by rw [he x hxS]; simp
    linarith

/-- For positive gaps, nonnegative integrals and a gap-preserving exchange, the full and direct
energies agree exactly when every product of an integral with its exchange partner vanishes. -/
theorem full_eq_direct_iff {S : Finset α} {s : α → α} {v D : α → ℝ}
    (h : IsExchange S s D) (hD : ∀ x ∈ S, 0 < D x) (hv : ∀ x ∈ S, 0 ≤ v x) :
    fullMP2 S s v D = directMP2 S v D ↔ ∀ x ∈ S, v x * v (s x) = 0 := by
  have hn : ∀ x ∈ S, 0 ≤ v x * v (s x) / D x := fun x hx =>
    div_nonneg (mul_nonneg (hv x hx) (hv _ (h.maps x hx))) (hD x hx).le
  rw [full_eq_direct_add_exchange, add_eq_left, Finset.sum_eq_zero_iff_of_nonneg hn]
  refine forall₂_congr fun x hx => ?_
  rw [div_eq_zero_iff, or_iff_left (hD x hx).ne']

/-- Momenta of a periodic cubic box, in units of 2π/L. -/
abbrev Momentum := Fin 3 → ℤ

/-- The squared length of a momentum. -/
def ksq (k : Momentum) : ℝ := ∑ m, (k m : ℝ) ^ 2

/-- Double excitations `(i, j, a)` from occupied `i, j` in `F` to virtual `a` and `i + j - a`
in `B`, so that total momentum is conserved. -/
def excitations (F B : Finset Momentum) : Finset (Momentum × Momentum × Momentum) :=
  (F ×ˢ F ×ˢ B).filter fun x => x.1 + x.2.1 - x.2.2 ∈ B

/-- Exchange of the two virtual momenta of a double excitation. -/
def exch (x : Momentum × Momentum × Momentum) : Momentum × Momentum × Momentum :=
  (x.1, x.2.1, x.1 + x.2.1 - x.2.2)

/-- The momentum `a - i` transferred in the excitation `(i, j, a)`. -/
def transfer (x : Momentum × Momentum × Momentum) : Momentum := x.2.2 - x.1

/-- The Coulomb integral of strength `c`, for nonzero momentum transfer. -/
def coulomb (c : ℝ) (x : Momentum × Momentum × Momentum) : ℝ := c / ksq (transfer x)

/-- The kinetic energy gap of a double excitation, in units of ħ²(2π/L)²/m. -/
def gap (x : Momentum × Momentum × Momentum) : ℝ :=
  (ksq x.2.2 + ksq (x.1 + x.2.1 - x.2.2) - ksq x.1 - ksq x.2.1) / 2

/-- In the electron gas, swapping the two virtual momenta is a gap-preserving exchange. -/
theorem isExchange_witness (F B : Finset Momentum) :
    IsExchange (excitations F B) exch gap where
  maps x hx := by
    simp only [excitations, exch, Finset.mem_filter, Finset.mem_product,
      sub_sub_cancel] at hx ⊢
    exact ⟨⟨hx.1.1, hx.1.2.1, hx.2⟩, hx.1.2.2⟩
  invol x _ := by simp only [exch, sub_sub_cancel]
  gap_eq x _ := by
    simp only [gap, exch, sub_sub_cancel]
    ring

/-- If every occupied momentum is shorter than every virtual one, each double excitation has
nonzero momentum transfer and a positive gap. -/
theorem transfer_and_gap_pos {F B : Finset Momentum}
    (hFB : ∀ i ∈ F, ∀ a ∈ B, ksq i < ksq a) :
    ∀ x ∈ excitations F B, 0 < ksq (transfer x) ∧ 0 < gap x := by
  intro x hx
  simp only [excitations, Finset.mem_filter, Finset.mem_product] at hx
  obtain ⟨⟨hi, hj, ha⟩, hb⟩ := hx
  have h1 := hFB _ hi _ ha
  have h2 := hFB _ hj _ hb
  refine ⟨?_, by unfold gap; linarith⟩
  have hne : transfer x ≠ 0 := fun h0 => by
    rw [sub_eq_zero.mp h0] at h1
    exact lt_irrefl _ h1
  obtain ⟨m, hm⟩ := Function.ne_iff.mp hne
  have hm' : (transfer x m : ℝ) ≠ 0 := Int.cast_ne_zero.mpr hm
  exact Finset.sum_pos' (fun _ _ => sq_nonneg _) ⟨m, Finset.mem_univ m, by positivity⟩

/-- For a repulsive electron gas with every occupied momentum shorter than every virtual one and
at least one double excitation, full MP2 lies strictly above direct MP2 and at most at half of
it. Half is reached exactly when direct and exchange transfers always have equal length. -/
theorem electronGas_full_vs_direct {F B : Finset Momentum} {c : ℝ} (hc : 0 < c)
    (hFB : ∀ i ∈ F, ∀ a ∈ B, ksq i < ksq a) (hne : (excitations F B).Nonempty) :
    directMP2 (excitations F B) (coulomb c) gap
        < fullMP2 (excitations F B) exch (coulomb c) gap ∧
      fullMP2 (excitations F B) exch (coulomb c) gap
        ≤ directMP2 (excitations F B) (coulomb c) gap / 2 ∧
      (fullMP2 (excitations F B) exch (coulomb c) gap
          = directMP2 (excitations F B) (coulomb c) gap / 2 ↔
        ∀ x ∈ excitations F B, ksq (transfer (exch x)) = ksq (transfer x)) := by
  have hE := isExchange_witness F B
  have hp := transfer_and_gap_pos hFB
  have hv : ∀ x ∈ excitations F B, 0 < coulomb c x := fun x hx => div_pos hc (hp x hx).1
  obtain ⟨hl, hu, hiff⟩ :=
    full_between_direct_and_half hE (fun x hx => (hp x hx).2) (fun x hx => (hv x hx).le)
  refine ⟨lt_of_le_of_ne hl fun he => ?_, hu, hiff.trans (forall₂_congr fun x hx => ?_)⟩
  · -- all Coulomb integrals are positive, so the exchange sum cannot vanish
    obtain ⟨x, hx⟩ := hne
    have h0 := (full_eq_direct_iff hE (fun x hx => (hp x hx).2)
      (fun x hx => (hv x hx).le)).mp he.symm x hx
    exact (mul_pos (hv x hx) (hv _ (hE.maps x hx))).ne' h0
  · have p1 := (hp x hx).1
    have p2 := (hp _ (hE.maps x hx)).1
    unfold coulomb
    refine ⟨fun h => ?_, fun h => by rw [h]⟩
    rw [div_eq_div_iff p2.ne' p1.ne'] at h
    exact (mul_left_cancel₀ hc.ne' h).symm

end

end ElectronGasMP2
```

```lean
#print axioms ElectronGasMP2.full_between_direct_and_half
-- 'ElectronGasMP2.full_between_direct_and_half' depends on axioms: [propext, Classical.choice, Quot.sound]
#print axioms ElectronGasMP2.electronGas_full_vs_direct
-- 'ElectronGasMP2.electronGas_full_vs_direct' depends on axioms: [propext, Classical.choice, Quot.sound]
```

## The bounds and their equality cases

Both energies are negative or zero, so the direct energy is the lower end of the interval. The theorem `full_between_direct_and_half` states three things: $E_{\rm dir}\le E$, $E\le E_{\rm dir}/2$, and that $E=E_{\rm dir}/2$ holds if and only if $v(s(x))=v(x)$ for every $x\in S$. The lower end has its own criterion in `full_eq_direct_iff`: $E=E_{\rm dir}$ if and only if $v(x)\,v(s(x))=0$ for every $x\in S$.

In Lean the excitations are elements of an arbitrary type `α`, and `S : Finset α` selects those that enter the sum. The functions `v` and `D` are real-valued on all of `α`, but only their values on `S` matter. The structure `IsExchange S s D` collects what is required of the exchange map: it sends `S` into itself, undoes itself there, and preserves the gaps. The hypotheses `hD` and `hv` say that the gaps are positive and the integrals nonnegative on `S`.

In orbital language, $x$ stands for occupied orbitals $i,j$ and virtual orbitals $a,b$, all spatial, with the sum running over ordered choices. Then, in chemists' notation, $v(x)=(ia|jb)$ and $v(s(x))=(ib|ja)$. With orbital energies $\varepsilon$, the gap is $D(x)=\varepsilon_a+\varepsilon_b-\varepsilon_i-\varepsilon_j$, which is unchanged when $a$ and $b$ trade places. The factor 2 comes from the spin sum in a closed shell.

The upper bound and its equality case hold without the sign condition on $v$; the lower bound and its equality criterion need it. Take two excitations that are exchanged with each other, with gaps 1 and integrals $1$ and $-1$. Then $E=-6$ while $E_{\rm dir}=-4$, so the lower bound does not follow from the other hypotheses alone. This is an algebraic example, not the complete set of excitations of a molecule. Integrals of both signs do occur in molecules, and the lower bound proved here does not cover that case.

## The electron gas in a periodic box

The second half of the file builds a model in which the exchange properties are proved. A `Momentum` is an integer vector with three components, in units of $2\pi/L$ for a cubic box of side $L$, and `ksq` is its squared length. The finite set `F` holds the occupied momenta, each with two electrons, and the finite set `B` holds the virtual ones.

An excitation is a triple $(i,j,a)$ with $i,j\in F$ and $a\in B$. Momentum conservation fixes the other virtual momentum as $b=i+j-a$, and `excitations F B` keeps only the triples for which $b$ is also in `B`. The map `exch` replaces $a$ by $b$. The Coulomb integral is $c/|a-i|^2$, where the strength $c>0$ stands for the electron repulsion and contains the charge and the box size. The gap is kinetic,
$$D=\tfrac12\left(|a|^2+|b|^2-|i|^2-|j|^2\right),$$
in units of $\hbar^2(2\pi/L)^2/m$, and $c$ is measured in the same energy unit.

The theorem `electronGas_full_vs_direct` assumes that every occupied momentum is shorter than every virtual one, as for a filled Fermi sphere, and that at least one excitation exists. It concludes that
$$E_{\rm dir}<E\le \tfrac12E_{\rm dir},$$
with equality on the right if and only if $|b-i|=|a-i|$ for every excitation. For this finite gas with kinetic gaps, a calculation that keeps only the direct term therefore overestimates the magnitude of the second-order energy, by a factor of at most two.

The gaps here contain no Hartree–Fock exchange contribution to the orbital energies. The general theorem applies to Hartree–Fock gaps as well, provided that they are positive. The gas is unpolarised and its basis is finite; no limit of an infinite box or a complete basis is taken.

## Two ways of writing the same energy

Write $v'=v(s(x))$, and let
$$X=\sum_{x\in S}\frac{v\,v'}{D},\qquad Q=\sum_{x\in S}\frac{(v-v')^2}{D}.$$
Multiplying out each term of $E$ gives
$$-\frac{v(2v-v')}{D}=-\frac{2v^2}{D}+\frac{v\,v'}{D},\qquad\text{so}\qquad E=E_{\rm dir}+X.$$
This is `full_eq_direct_add_exchange`. The proof brings both sides under one sum and lets `ring` compare the terms.

For the upper bound, relabel the excitations by $y=s(x)$. Since $s$ is its own inverse on $S$ and $D(x)=D(y)$,
$$\sum_{x\in S}\frac{v(s(x))^2}{D(x)}=\sum_{y\in S}\frac{v(y)^2}{D(y)}.$$
In `full_eq_half_direct_sub_sq` this is the step `hre`, where `Finset.sum_nbij'` receives `s` both as the relabelling and as its inverse. Expanding the square, which is the step `hsq`, then gives
$$Q=2\sum_{x\in S}\frac{v^2}{D}-2X=-E_{\rm dir}-2X.$$
Solving for $X$ and inserting it into $E=E_{\rm dir}+X$ yields
$$E=\tfrac12E_{\rm dir}-\tfrac12Q.$$

The bounds can now be read off. With $v\ge0$ and $D>0$ every term of $X$ is nonnegative, so $E\ge E_{\rm dir}$. Every term of $Q$ is nonnegative too, so $E\le E_{\rm dir}/2$. In `full_between_direct_and_half` these two facts are `hx` and `hq`, and `linarith` combines them with the two identities.

Equality at the upper end means $Q=0$. A sum of nonnegative terms vanishes only if each term does, which is `Finset.sum_eq_zero_iff_of_nonneg`, and since $D>0$ this forces $v'=v$ throughout. The converse is immediate. The same argument applied to $X$ proves `full_eq_direct_iff`.

## Why the gas satisfies the hypotheses

Swapping $a$ and $b$ keeps both in `B`, and $i+j-b=a$, so a second swap restores the excitation. The gap is symmetric in $a$ and $b$. These are the three fields of `isExchange_witness`, where `sub_sub_cancel` supplies the identity $i+j-(i+j-a)=a$.

The lemma `transfer_and_gap_pos` provides the signs. From $|a|^2>|i|^2$ and $|b|^2>|j|^2$ the gap is positive. The transfer $a-i$ cannot vanish, because $a=i$ would contradict $|i|^2<|a|^2$. It therefore has a nonzero component, and its squared length is positive.

All Coulomb integrals are then strictly positive. If $E$ were equal to $E_{\rm dir}$, then `full_eq_direct_iff` would make $v\,v'$ vanish for the excitation that is assumed to exist, which is impossible; hence the strict inequality. At the other end, $c/|b-i|^2=c/|a-i|^2$ is equivalent to equal squared lengths because $c>0$.

## Four excitations worked by hand

Take $F=\{(0,0,0),(1,0,0)\}$ and $B=\{(1,1,1),(0,-1,-1)\}$. This choice satisfies the hypotheses of the theorem but is only an illustration: $F$ is not a filled Fermi sphere, and most virtual momenta are left out. The occupied squared lengths are 0 and 1, the virtual ones 3 and 2. The two virtual momenta add up to $(1,0,0)$, and no other pair from `B` has a sum that two occupied momenta can supply. This leaves four excitations: two orders of $i,j$ times two choices of $a$.

Each gap is $(3+2-0-1)/2=2$. The squared transfers are 3 and 2 for $i=(0,0,0)$, and 2 and 3 for $i=(1,0,0)$, with $a$ taken in the order listed. Exchange therefore always pairs an integral $c/3$ with an integral $c/2$, and
$$E_{\rm dir}=-2\cdot\frac{2c^2/9+2c^2/4}{2}=-\frac{26}{36}c^2,\qquad X=4\cdot\frac{c^2/6}{2}=\frac{12}{36}c^2.$$
Hence $E=-\tfrac{14}{36}c^2$, strictly between $E_{\rm dir}$ and $E_{\rm dir}/2=-\tfrac{13}{36}c^2$. The remaining difference agrees with the square term:
$$\tfrac12Q=\tfrac12\cdot4\cdot\frac{(c/2-c/3)^2}{2}=\frac{c^2}{36}.$$
